# With a folded kernel, a ring of at least \(2N-2\) sites gives the isolated potential on \(N\) sites

Put a unit charge on the first of three sites in a row and compute its Coulomb potential by cyclic convolution on a ring of three sites. The last site is two steps away, so the potential there should be \(1/2\). On the ring it is also one step away, backwards across the boundary, and a kernel that takes the shorter route returns \(1\). The charge has acted through a periodic image that an isolated system does not have.

Empty sites added to the ring lengthen the way round. Once the ring has at least \(2N-2\) sites, the potential on the \(N\) physical sites is exactly that of the isolated charge. For a kernel that decreases strictly at positive distances, no smaller ring that still holds all \(N\) sites is exact for every charge. The sufficient condition also applies axis by axis to the Hartree potential of an isolated molecule on a finite grid with perpendicular axes, once that potential has been modelled as a lattice sum.

## Two routes between a pair of sites

Let the physical sites be \(0,\dots,N-1\), with real charges \(\rho_j\), and let \(g(n)\) be the potential of a unit charge at distance \(n\) in lattice steps. The isolated potential is

\[
\phi_i=\sum_{j=0}^{N-1} g(|i-j|)\,\rho_j .
\]

Take a ring of \(M\ge 1\) sites, labelled \(0,\dots,M-1\). Let \(\tilde\rho_k\) equal \(\rho_k\) for \(k<N\) and zero on the other sites. The folded kernel is \(G(r)=g(\min(r,M-r))\) for \(0\le r<M\), and the cyclic potential is

\[
\Phi_i=\sum_{k=0}^{M-1} G\big((i-k)\bmod M\big)\,\tilde\rho_k .
\]

Suppose first that \(N\le M\), so that the ring holds every physical site. The empty sites contribute nothing, which leaves the terms \(k=j<N\). Write \(s=|i-j|\). If \(i\ge j\), then \((i-j)\bmod M=s\). If \(i<j\), it is \(M-s\), and folding gives \(\min(M-s,s)\). In both cases the distance is the same, so

\[
\Phi_i=\sum_{j=0}^{N-1} g\big(\min(s,M-s)\big)\,\rho_j .
\]

Each charge acts from its nearest periodic image.

Now let \(M\ge 2N-2\). This implies \(N\le M\): for \(N\ge2\) because \(2N-2\ge N\), and for \(N=1\) because \(M\ge1\). Two physical sites are at most \(N-1\) apart, hence

\[
2s\le 2N-2\le M,\qquad s\le M-s,\qquad \min(s,M-s)=s,
\]

and \(\Phi_i=\phi_i\). At \(M=2N-2\) the two end sites are equally far apart both ways round, which does no harm because both routes give the same value of \(g\). In a box the argument holds along each axis separately, and the kernel may be any function of the distances along the axes.

For the converse, let \(N\le M<2N-2\), which forces \(N\ge3\). Put a unit charge at site \(0\) and read the potential at site \(N-1\). The direct distance is \(N-1\), while the way round has length \(M-(N-1)\), which is at least \(1\) and less than \(N-1\). The ring therefore returns \(g(M-N+1)\) where the isolated value is \(g(N-1)\). If \(g\) decreases strictly at positive distances, the ring's value is too large. For \(M=2N-3\) it is \(g(N-2)\).

## Charges, ring and potentials in Lean

```lean
import Mathlib

namespace HockneyZeroPadding

noncomputable section
```

Ring sites are elements of `ZMod M`, the integers modulo \(M\), and `j.val` is the label between \(0\) and \(M-1\).

```lean
/-- Distance from the origin to site `j` on a ring of `M` sites, the shorter way round. -/
def wrapDist (M : ℕ) (j : ZMod M) : ℕ := min j.val (M - j.val)
```

A charge is a function on `Fin N`, the type of the \(N\) physical sites. The next definition is \(\tilde\rho\).

```lean
/-- A charge on `N` sites, placed on a ring of `M` sites: the ring site with label `k` gets the
charge of site `k` if `k < N`, and zero otherwise. -/
def padded {N : ℕ} (M : ℕ) (ρ : Fin N → ℝ) (k : ZMod M) : ℝ :=
  if h : k.val < N then ρ ⟨k.val, h⟩ else 0
```

The two potentials follow. The condition `[NeZero M]` says \(M\ne0\), which makes the ring finite. In the direct sum, `natAbs` of an integer difference is \(|i-j|\).

```lean
/-- Cyclic convolution of the folded kernel `g (min j (M - j))` with the padded charge. -/
def cyclicPotential {N : ℕ} (M : ℕ) [NeZero M] (g : ℕ → ℝ) (ρ : Fin N → ℝ)
    (i : ZMod M) : ℝ :=
  ∑ k : ZMod M, g (wrapDist M (i - k)) * padded M ρ k

/-- Potential of the isolated charge: the direct sum of `g |i - j|` times the charge at `j`. -/
def freePotential {N : ℕ} (g : ℕ → ℝ) (ρ : Fin N → ℝ) (i : Fin N) : ℝ :=
  ∑ j : Fin N, g (((i : ℕ) : ℤ) - ((j : ℕ) : ℤ)).natAbs * ρ j
```

The kernel `g` is an arbitrary real function on the naturals, and its on-site value \(g(0)\) is unrestricted throughout. Hockney's name is attached to a solver that evaluates such a cyclic sum by fast Fourier transform. The theorems here concern the sum itself, and neither the transform nor the error of replacing a continuous charge by lattice values enters.

## Each charge acts from its nearest image

The first lemma is the case distinction on \(i\ge j\) and \(i<j\). Each case rewrites the difference in `ZMod M` as an explicit natural number below \(M\), reads off its label, and leaves the comparison of minima to `omega`, a tactic for linear arithmetic over integers and naturals.

```lean
/-- Two sites of the ring with labels differing by `d` are `min d (M - d)` apart. -/
theorem wrapDist_sub {M i j : ℕ} (hi : i < M) (hj : j < M) :
    wrapDist M ((i : ZMod M) - (j : ZMod M)) =
      min ((i : ℤ) - (j : ℤ)).natAbs (M - ((i : ℤ) - (j : ℤ)).natAbs) := by
  unfold wrapDist
  rcases le_or_gt j i with h | h
  · have e : (i : ZMod M) - (j : ZMod M) = ((i - j : ℕ) : ZMod M) := (Nat.cast_sub h).symm
    have hv : ((i - j : ℕ) : ZMod M).val = i - j := ZMod.val_natCast_of_lt (by omega)
    rw [e, hv]
    omega
  · -- a negative separation is wrapped to the far end of the ring
    have e : (i : ZMod M) - (j : ZMod M) = ((M - (j - i) : ℕ) : ZMod M) := by
      rw [Nat.cast_sub (by omega : j - i ≤ M), Nat.cast_sub h.le, ZMod.natCast_self]
      ring
    have hv : ((M - (j - i) : ℕ) : ZMod M).val = M - (j - i) :=
      ZMod.val_natCast_of_lt (by omega)
    rw [e, hv]
    omega
```

The nearest-image formula then needs only \(N\le M\).

```lean
/-- If the ring holds all `N` sites, the cyclic potential at a physical site is the sum over the
charges, each acting from its nearest periodic image. -/
theorem cyclicPotential_eq_nearest_image {N M : ℕ} [NeZero M] (hNM : N ≤ M)
    (g : ℕ → ℝ) (ρ : Fin N → ℝ) (i : Fin N) :
    cyclicPotential M g ρ ((i : ℕ) : ZMod M) =
      ∑ j : Fin N, g (min (((i : ℕ) : ℤ) - ((j : ℕ) : ℤ)).natAbs
        (M - (((i : ℕ) : ℤ) - ((j : ℕ) : ℤ)).natAbs)) * ρ j := by
  have hv : ∀ j : Fin N, ((j : ℕ) : ZMod M).val = (j : ℕ) := fun j =>
    ZMod.val_natCast_of_lt (lt_of_lt_of_le j.isLt hNM)
  unfold cyclicPotential
  symm
  refine Fintype.sum_of_injective (fun j : Fin N => ((j : ℕ) : ZMod M)) ?_ _ _ ?_ ?_
  · intro a b hab
    exact Fin.ext ((hv a).symm.trans ((congrArg ZMod.val hab).trans (hv b)))
  · -- the padding sites carry no charge
    intro k hk
    have hn : ¬ k.val < N := fun h => hk ⟨⟨k.val, h⟩, ZMod.natCast_zmod_val k⟩
    show _ * padded M ρ k = 0
    rw [padded, dif_neg hn, mul_zero]
  · intro j
    have hp : padded M ρ ((j : ℕ) : ZMod M) = ρ j := by
      have h : ((j : ℕ) : ZMod M).val < N := by rw [hv j]; exact j.isLt
      rw [padded, dif_pos h]
      exact congrArg ρ (Fin.ext (hv j))
    have hw := wrapDist_sub (lt_of_lt_of_le i.isLt hNM) (lt_of_lt_of_le j.isLt hNM)
    exact congrArg₂ (· * ·) (congrArg g hw.symm) hp.symm
```

The proof turns on `Fintype.sum_of_injective`, which equates a sum over a small finite type with a sum over a larger one. It takes an injective map from the small type to the large one and asks for two further facts: the large summand vanishes outside the range of the map, and the summands agree along it. Here the map sends physical site \(j\) to the ring site with the same label, and the three bullets supply the three conditions:

- Injectivity holds because \(N\le M\). On a shorter ring, two physical sites would share a label.
- A ring site outside the range has a label of at least \(N\), so its padded charge is zero.
- On the range, the padded charge is \(\rho_j\) and the previous lemma gives the distance.

Zero padding is thus the vanishing condition of the lemma. The opening `symm` is there because the lemma puts the small sum on the left.

## Rings of at least \(2N-2\) sites

The hypothesis `2 * N ≤ M + 2` is \(M\ge2N-2\), written without subtraction. After the nearest-image formula, the two sums are compared term by term, and `omega` proves \(\min(s,M-s)=s\) from \(i,j<N\) and the hypothesis on \(M\).

```lean
/-- With at least `2N - 2` sites on the ring, the cyclic solver gives the potential of the
isolated charge at every physical site. -/
theorem cyclic_eq_free {N M : ℕ} [NeZero M] (hM : 2 * N ≤ M + 2)
    (g : ℕ → ℝ) (ρ : Fin N → ℝ) (i : Fin N) :
    cyclicPotential M g ρ ((i : ℕ) : ZMod M) = freePotential g ρ i := by
  have hpos : 0 < M := Nat.pos_of_ne_zero (NeZero.ne M)
  rw [cyclicPotential_eq_nearest_image (by omega) g ρ i, freePotential]
  refine Finset.sum_congr rfl fun j _ => ?_
  have hi := i.isLt
  have hj := j.isLt
  -- no image is nearer than the charge itself
  have hd : min (((i : ℕ) : ℤ) - ((j : ℕ) : ℤ)).natAbs
      (M - (((i : ℕ) : ℤ) - ((j : ℕ) : ℤ)).natAbs) =
      (((i : ℕ) : ℤ) - ((j : ℕ) : ℤ)).natAbs := by omega
  rw [hd]
```

For a box, `d` is the number of axes, and axis `a` has `N a` physical sites and `M a` ring sites. The charge is kept only where every coordinate lies in the physical range.

```lean
/-- A charge on a `d`-dimensional box, placed on a periodic box with `M a` sites along axis `a`: a
site whose labels all lie in the physical range gets the charge with those labels, and every other
site gets zero. -/
def boxPadded {d : ℕ} {N : Fin d → ℕ} (M : Fin d → ℕ) (ρ : (∀ a, Fin (N a)) → ℝ)
    (k : ∀ a, ZMod (M a)) : ℝ :=
  if h : ∀ a, (k a).val < N a then ρ (fun a => ⟨(k a).val, h a⟩) else 0
```

The kernel in the next theorem takes the whole list of distances, so \(1/r\) on a three-dimensional grid with perpendicular axes is admitted, with any value at the origin. On a skew grid \(r\) also depends on the relative signs of the displacements, which this kernel does not see. The proof uses the same summation lemma, now with a map that acts on each coordinate. The theorem gives sufficiency only; the converse below is for a single axis.

```lean
/-- In any dimension, with at least `2N - 2` sites along each axis, cyclic convolution with
the folded kernel gives the potential of the isolated charge throughout the physical box. -/
theorem box_cyclic_eq_free {d : ℕ} {N M : Fin d → ℕ} [∀ a, NeZero (M a)]
    (hM : ∀ a, 2 * N a ≤ M a + 2) (g : (Fin d → ℕ) → ℝ)
    (ρ : (∀ a, Fin (N a)) → ℝ) (i : ∀ a, Fin (N a)) :
    ∑ k : (∀ a, ZMod (M a)),
        g (fun a => wrapDist (M a) (((i a : ℕ) : ZMod (M a)) - k a)) * boxPadded M ρ k =
      ∑ j : (∀ a, Fin (N a)),
        g (fun a => (((i a : ℕ) : ℤ) - ((j a : ℕ) : ℤ)).natAbs) * ρ j := by
  have hlt : ∀ (j : ∀ a, Fin (N a)) (a : Fin d), (j a : ℕ) < M a := fun j a => by
    have h1 := hM a
    have h2 := (j a).isLt
    have h3 : 0 < M a := Nat.pos_of_ne_zero (NeZero.ne (M a))
    omega
  have hv : ∀ (j : ∀ a, Fin (N a)) (a : Fin d),
      ((j a : ℕ) : ZMod (M a)).val = (j a : ℕ) := fun j a => ZMod.val_natCast_of_lt (hlt j a)
  symm
  refine Fintype.sum_of_injective
    (fun (j : ∀ a, Fin (N a)) (a : Fin d) => ((j a : ℕ) : ZMod (M a))) ?_ _ _ ?_ ?_
  · intro j l hjl
    exact funext fun a => Fin.ext
      ((hv j a).symm.trans ((congrArg ZMod.val (congrFun hjl a)).trans (hv l a)))
  · intro k hk
    have hn : ¬ ∀ a, (k a).val < N a := fun h =>
      hk ⟨fun a => ⟨(k a).val, h a⟩, funext fun a => ZMod.natCast_zmod_val (k a)⟩
    show _ * boxPadded M ρ k = 0
    rw [boxPadded, dif_neg hn, mul_zero]
  · intro j
    have hp : boxPadded M ρ (fun a => ((j a : ℕ) : ZMod (M a))) = ρ j := by
      have h : ∀ a, ((j a : ℕ) : ZMod (M a)).val < N a := fun a => by
        rw [hv j a]; exact (j a).isLt
      rw [boxPadded, dif_pos h]
      exact congrArg ρ (funext fun a => Fin.ext (hv j a))
    -- the folded distance is the true one along each axis
    have hw : (fun a => (((i a : ℕ) : ℤ) - ((j a : ℕ) : ℤ)).natAbs) =
        fun a => wrapDist (M a) (((i a : ℕ) : ZMod (M a)) - ((j a : ℕ) : ZMod (M a))) := by
      funext a
      rw [wrapDist_sub (hlt i a) (hlt j a)]
      have h1 := hM a
      have h2 := (i a).isLt
      have h3 := (j a).isLt
      omega
    exact congrArg₂ (· * ·) (congrArg g hw) hp.symm
```

## Rings that are too short

A unit charge at site `a` is `Pi.single a 1`, the function equal to \(1\) at `a` and \(0\) elsewhere. It reduces both sums to one term, and the potential is read at site `b`.

```lean
/-- Potentials at site `b` of a unit charge at site `a`, from the cyclic solver on a ring
that holds all `N` sites and from the direct sum. -/
theorem unit_charge {N M : ℕ} [NeZero M] (hNM : N ≤ M) (g : ℕ → ℝ) (a b : Fin N) :
    cyclicPotential M g (Pi.single a 1 : Fin N → ℝ) ((b : ℕ) : ZMod M) =
        g (min (((b : ℕ) : ℤ) - ((a : ℕ) : ℤ)).natAbs
          (M - (((b : ℕ) : ℤ) - ((a : ℕ) : ℤ)).natAbs)) ∧
      freePotential g (Pi.single a 1 : Fin N → ℝ) b =
        g (((b : ℕ) : ℤ) - ((a : ℕ) : ℤ)).natAbs := by
  rw [cyclicPotential_eq_nearest_image hNM, freePotential]
  constructor <;>
    simp only [Pi.single_apply, mul_ite, mul_one, mul_zero, Finset.sum_ite_eq',
      Finset.mem_univ, if_true]
```

With `a` the first site, `b` the last and \(M=2N-3\), the two values are those found by hand. They differ whenever \(g(N-2)\ne g(N-1)\), and in particular for a strictly decreasing kernel.

```lean
/-- On a ring of `2N - 3` sites, `N ≥ 3`, a unit charge at the first site produces `g (N - 2)`
at the last site, where the isolated value is `g (N - 1)`. -/
theorem one_site_short {N M : ℕ} [NeZero M] (hN : 3 ≤ N) (hM : M + 3 = 2 * N)
    (g : ℕ → ℝ) (a b : Fin N) (ha : (a : ℕ) = 0) (hb : (b : ℕ) = N - 1) :
    cyclicPotential M g (Pi.single a 1 : Fin N → ℝ) ((b : ℕ) : ZMod M) = g (N - 2) ∧
      freePotential g (Pi.single a 1 : Fin N → ℝ) b = g (N - 1) := by
  obtain ⟨h1, h2⟩ := unit_charge (M := M) (by omega) g a b
  exact ⟨h1.trans (congrArg g (by omega)), h2.trans (congrArg g (by omega))⟩
```

The equivalence assumes that the ring holds all \(N\) sites and that `g` is strictly decreasing on `Set.Ici 1`, the distances from \(1\) upwards. One direction is `cyclic_eq_free`. For the other, the proof supposes the ring too short and applies the assumed exactness to the end-to-end unit charge. That would make \(g(M-(N-1))\) equal to \(g(N-1)\), against the strict inequality `hlt`.

```lean
/-- For a kernel strictly decreasing at positive distances, and a ring that holds all `N`
sites, the cyclic solver is exact for every charge if and only if the ring has at least
`2N - 2` sites. -/
theorem exact_iff {N M : ℕ} [NeZero M] (hNM : N ≤ M) {g : ℕ → ℝ}
    (hg : StrictAntiOn g (Set.Ici 1)) :
    (∀ (ρ : Fin N → ℝ) (i : Fin N),
      cyclicPotential M g ρ ((i : ℕ) : ZMod M) = freePotential g ρ i) ↔ 2 * N ≤ M + 2 := by
  refine ⟨fun H => ?_, fun h ρ i => cyclic_eq_free h g ρ i⟩
  by_contra h
  -- test with a unit charge at one end and the potential at the other
  obtain ⟨a, ha⟩ : ∃ a : Fin N, (a : ℕ) = 0 := ⟨⟨0, by omega⟩, rfl⟩
  obtain ⟨b, hb⟩ : ∃ b : Fin N, (b : ℕ) = N - 1 := ⟨⟨N - 1, by omega⟩, rfl⟩
  obtain ⟨h1, h2⟩ := unit_charge hNM g a b
  have e1 := h1.trans (congrArg g (by omega : _ = M - (N - 1)))
  have e2 := h2.trans (congrArg g (by omega : _ = N - 1))
  have hlt : g (N - 1) < g (M - (N - 1)) :=
    hg (Set.mem_Ici.mpr (by omega)) (Set.mem_Ici.mpr (by omega)) (by omega)
  have hH := H (Pi.single a 1) b
  rw [e1, e2] at hH
  exact hlt.ne hH.symm
```

The Coulomb kernel is \(1/n\) in lattice units. At \(n=0\) it needs a separate constant `c`, which stands for the potential that a unit charge in a cell produces at its own site. Its value depends on how the charge is spread over the cell.

```lean
/-- The Coulomb kernel `1 / n` at distance `n > 0`, with a chosen on-site value `c`. -/
def coulomb (c : ℝ) (n : ℕ) : ℝ := if n = 0 then c else 1 / (n : ℝ)
```

Since \(1/n\) decreases strictly for \(n\ge1\), the equivalence applies for every `c`. The statement concerns charges along a line.

```lean
/-- For the Coulomb kernel with any on-site value, and a ring that holds all `N` sites, the
cyclic solver is exact for every charge if and only if the ring has at least `2N - 2` sites. -/
theorem coulomb_exact_iff {N M : ℕ} [NeZero M] (hNM : N ≤ M) (c : ℝ) :
    (∀ (ρ : Fin N → ℝ) (i : Fin N),
      cyclicPotential M (coulomb c) ρ ((i : ℕ) : ZMod M) = freePotential (coulomb c) ρ i) ↔
      2 * N ≤ M + 2 := by
  refine exact_iff hNM ?_
  intro m hm n _ hmn
  have hm1 : 1 ≤ m := hm
  have hm0 : m ≠ 0 := by omega
  have hn0 : n ≠ 0 := by omega
  have hpos : (0 : ℝ) < (m : ℝ) := Nat.cast_pos.mpr hm1
  have hcast : (m : ℝ) < (n : ℝ) := Nat.cast_lt.mpr hmn
  simp only [coulomb, if_neg hm0, if_neg hn0]
  exact one_div_lt_one_div_of_lt hpos hcast

end

end HockneyZeroPadding
```

```lean
#print axioms HockneyZeroPadding.box_cyclic_eq_free
-- 'HockneyZeroPadding.box_cyclic_eq_free' depends on axioms: [propext, Classical.choice, Quot.sound]
#print axioms HockneyZeroPadding.one_site_short
-- 'HockneyZeroPadding.one_site_short' depends on axioms: [propext, Classical.choice, Quot.sound]
#print axioms HockneyZeroPadding.coulomb_exact_iff
-- 'HockneyZeroPadding.coulomb_exact_iff' depends on axioms: [propext, Classical.choice, Quot.sound]
```
